# Shielding tensors at C3 and C3v sites have three and two independent components

A real 3×3 shielding tensor that is invariant under a 120° rotation about $z$ has three independent components. If it is also invariant under reflection in the $xz$ plane, it is exactly $\mathrm{diag}(a,a,b)$, with two. The same counts hold for every rotation angle $\theta$ with $\sin\theta\neq0$.

## Site symmetry as a commutation condition

The shielding tensor $\sigma$ of a nucleus gives the induced field $-\sigma B_0$ in an applied field $B_0$. It need not be symmetric. An operation $R$ that leaves the nucleus and its surroundings unchanged requires $R\sigma R^T=\sigma$. This holds for reflections too: both fields are axial vectors, so the extra signs cancel. Since $R^TR=1$, multiplying on the right by $R$ gives the equivalent condition $R\sigma=\sigma R$.

For a calculated tensor at a fixed geometry with exact C3v site symmetry, a departure from $\mathrm{diag}(a,a,b)$ in these axes therefore shows that the calculation has not kept the symmetry, for example through numerical error or a symmetry-broken electronic state.

## The statement in Lean

Indices 0, 1, 2 stand for $x,y,z$. The matrices `rotZ θ` and `mirrorXZ` are the rotation and $\mathrm{diag}(1,-1,1)$, and

$$\texttt{axialTensor a c b}=\begin{pmatrix}a&-c&0\\c&a&0\\0&0&b\end{pmatrix}.$$

For a set `G` of matrices, `siteTensors G` is the real subspace of tensors commuting with every member of `G`, and `Module.finrank` is its dimension. Listing one rotation and one mirror is enough for C3v, because a tensor that commutes with two operations commutes with their products.

The theorem `shielding_components_C3_C3v` gives dimensions 3 and 2 at $\theta=2\pi/3$. The general version, `finrank_siteTensors`, assumes $\sin\theta\ne0$, which excludes the identity and the half turn. The symmetry axis is fixed along $z$, and symmetry does not fix the values of the components that remain independent.

## Comparing entries

Write $C=\cos\theta$ and $s=\sin\theta$. The (0,0) and (0,1) entries of $R\sigma=\sigma R$ read

$$C\sigma_{00}-s\sigma_{10}=C\sigma_{00}+s\sigma_{01},\qquad C\sigma_{01}-s\sigma_{11}=-s\sigma_{00}+C\sigma_{01}.$$

Dividing by $s$ gives $\sigma_{01}=-\sigma_{10}$ and $\sigma_{11}=\sigma_{00}$. The (0,2) and (1,2) entries give

$$(C-1)\sigma_{02}-s\sigma_{12}=0,\qquad s\sigma_{02}+(C-1)\sigma_{12}=0.$$

The determinant $(C-1)^2+s^2$ is positive, so $\sigma_{02}=\sigma_{12}=0$. The (2,0) and (2,1) entries give

$$(C-1)\sigma_{20}+s\sigma_{21}=0,\qquad -s\sigma_{20}+(C-1)\sigma_{21}=0,$$

with the same determinant, so $\sigma_{20}=\sigma_{21}=0$. With $a=\sigma_{00}$, $c=\sigma_{10}$ and $b=\sigma_{22}$, this is the form displayed above.

Conversely, let $J=\begin{pmatrix}0&-1\\1&0\end{pmatrix}$. The transverse blocks of $\sigma$ and $R$ are $a1+cJ$ and $C1+sJ$, which commute, and the $z$ entries commute trivially.

For the mirror, the (0,1) entry of the commutation condition is $-c=c$, hence $c=0$. Every diagonal matrix commutes with the mirror, so exactly $\mathrm{diag}(a,a,b)$ remains. Requiring $\sigma^T=\sigma$ instead of the mirror also gives $c=-c$ and the same form. The parameters $(a,c,b)$, or $(a,b)$, enter linearly and can be read off from the entries, so the dimensions are 3 and 2.

At $\theta=\pi$ the rotation is $\mathrm{diag}(-1,-1,1)$. It commutes with $\mathrm{diag}(1,2,3)$, as does the mirror, so the transverse components need not be equal.

## The complete file

```lean
import Mathlib

open Matrix

namespace ShieldingSiteSymmetry

noncomputable section

/-- Rotation by the angle `θ` about the z axis. -/
def rotZ (θ : ℝ) : Matrix (Fin 3) (Fin 3) ℝ :=
  !![Real.cos θ, -Real.sin θ, 0; Real.sin θ, Real.cos θ, 0; 0, 0, 1]

/-- Reflection in the xz plane, which reverses y. -/
def mirrorXZ : Matrix (Fin 3) (Fin 3) ℝ :=
  !![1, 0, 0; 0, -1, 0; 0, 0, 1]

/-- The tensor with transverse component `a`, antisymmetric part `c` (yx entry `c`, xy entry `-c`)
and axial component `b`. -/
def axialTensor (a c b : ℝ) : Matrix (Fin 3) (Fin 3) ℝ :=
  !![a, -c, 0; c, a, 0; 0, 0, b]

/-- The space of shielding tensors that commute with every operation in `G`. -/
def siteTensors (G : Set (Matrix (Fin 3) (Fin 3) ℝ)) :
    Submodule ℝ (Matrix (Fin 3) (Fin 3) ℝ) where
  carrier := {σ | ∀ R ∈ G, R * σ = σ * R}
  zero_mem' := fun R _ => by rw [mul_zero, zero_mul]
  add_mem' := fun {a b} ha hb R hR => by
    rw [mul_add, add_mul, ha R hR, hb R hR]
  smul_mem' := fun c a ha R hR => by
    rw [mul_smul_comm, smul_mul_assoc, ha R hR]

/-- The rotations about z and the mirror are orthogonal matrices. -/
theorem operations_orthogonal (θ : ℝ) :
    (rotZ θ)ᵀ * rotZ θ = 1 ∧ mirrorXZᵀ * mirrorXZ = 1 := by
  have hcs := Real.sin_sq_add_cos_sq θ
  constructor
  · ext i j
    fin_cases i <;> fin_cases j <;>
      simp [rotZ, Matrix.mul_apply, Fin.sum_univ_three] <;>
      first | ring1 | linear_combination hcs
  · ext i j
    fin_cases i <;> fin_cases j <;>
      simp [mirrorXZ, Matrix.mul_apply, Fin.sum_univ_three]

/-- A tensor is unchanged by an orthogonal operation exactly when it commutes with it. -/
theorem invariant_iff_commute {R σ : Matrix (Fin 3) (Fin 3) ℝ} (hR : Rᵀ * R = 1) :
    R * σ * Rᵀ = σ ↔ R * σ = σ * R := by
  constructor
  · intro h
    calc R * σ = R * σ * (Rᵀ * R) := by rw [hR, mul_one]
      _ = (R * σ * Rᵀ) * R := by simp only [mul_assoc]
      _ = σ * R := by rw [h]
  · intro h
    rw [h, mul_assoc, mul_eq_one_comm.mp hR, mul_one]

/-- For a rotation about z with `sin θ ≠ 0`, the commuting tensors are exactly those
with components `a`, `c`, `b` of `axialTensor`. -/
theorem commute_rotZ_iff {θ : ℝ} (hθ : Real.sin θ ≠ 0) (σ : Matrix (Fin 3) (Fin 3) ℝ) :
    rotZ θ * σ = σ * rotZ θ ↔ ∃ a c b, σ = axialTensor a c b := by
  constructor
  · intro h
    have e : ∀ i j, rotZ θ i 0 * σ 0 j + rotZ θ i 1 * σ 1 j + rotZ θ i 2 * σ 2 j
        = σ i 0 * rotZ θ 0 j + σ i 1 * rotZ θ 1 j + σ i 2 * rotZ θ 2 j := by
      intro i j
      have hij := congrFun (congrFun h i) j
      simpa only [Matrix.mul_apply, Fin.sum_univ_three] using hij
    have h00 := e 0 0
    have h01 := e 0 1
    have h02 := e 0 2
    have h12 := e 1 2
    have h20 := e 2 0
    have h21 := e 2 1
    have r00 : rotZ θ 0 0 = Real.cos θ := rfl
    have r01 : rotZ θ 0 1 = -Real.sin θ := rfl
    have r02 : rotZ θ 0 2 = 0 := rfl
    have r10 : rotZ θ 1 0 = Real.sin θ := rfl
    have r11 : rotZ θ 1 1 = Real.cos θ := rfl
    have r12 : rotZ θ 1 2 = 0 := rfl
    have r20 : rotZ θ 2 0 = 0 := rfl
    have r21 : rotZ θ 2 1 = 0 := rfl
    have r22 : rotZ θ 2 2 = 1 := rfl
    rw [r00, r01, r02, r10, r20] at h00
    rw [r00, r01, r02, r11, r21] at h01
    rw [r00, r01, r02, r12, r22] at h02
    rw [r10, r11, r12, r02, r22] at h12
    rw [r20, r21, r22, r00, r10] at h20
    rw [r20, r21, r22, r01, r11] at h21
    -- the transverse block
    have k01 : σ 0 1 = -σ 1 0 := by
      apply mul_left_cancel₀ hθ
      linear_combination -h00
    have k11 : σ 1 1 = σ 0 0 := by
      apply mul_left_cancel₀ hθ
      linear_combination -h01
    -- the entries coupling z to the transverse plane
    have hd : (Real.cos θ - 1) ^ 2 + Real.sin θ ^ 2 ≠ 0 := by positivity
    have k02 : σ 0 2 = 0 := by
      apply mul_left_cancel₀ hd
      linear_combination (Real.cos θ - 1) * h02 + Real.sin θ * h12
    have k12 : σ 1 2 = 0 := by
      apply mul_left_cancel₀ hd
      linear_combination (Real.cos θ - 1) * h12 - Real.sin θ * h02
    have k20 : σ 2 0 = 0 := by
      apply mul_left_cancel₀ hd
      linear_combination -(Real.cos θ - 1) * h20 + Real.sin θ * h21
    have k21 : σ 2 1 = 0 := by
      apply mul_left_cancel₀ hd
      linear_combination -Real.sin θ * h20 - (Real.cos θ - 1) * h21
    refine ⟨σ 0 0, σ 1 0, σ 2 2, ?_⟩
    ext i j
    fin_cases i <;> fin_cases j <;> simp [axialTensor, k01, k11, k02, k12, k20, k21]
  · rintro ⟨a, c, b, rfl⟩
    ext i j
    fin_cases i <;> fin_cases j <;>
      simp [rotZ, axialTensor, Matrix.mul_apply, Fin.sum_univ_three] <;> ring

/-- Without the antisymmetric component the tensor is diag(a, a, b). -/
theorem axialTensor_zero (a b : ℝ) : axialTensor a 0 b = diagonal ![a, a, b] := by
  ext i j
  fin_cases i <;> fin_cases j <;> simp [axialTensor]

/-- The tensors commuting with both the rotation and the mirror are exactly diag(a, a, b). -/
theorem commute_rotZ_mirror_iff {θ : ℝ} (hθ : Real.sin θ ≠ 0)
    (σ : Matrix (Fin 3) (Fin 3) ℝ) :
    (rotZ θ * σ = σ * rotZ θ ∧ mirrorXZ * σ = σ * mirrorXZ) ↔
      ∃ a b, σ = diagonal ![a, a, b] := by
  constructor
  · rintro ⟨h, hm⟩
    obtain ⟨a, c, b, rfl⟩ := (commute_rotZ_iff hθ σ).mp h
    -- the mirror reverses the sign of the xy entry
    have h01 := congrFun (congrFun hm 0) 1
    simp only [Matrix.mul_apply, Fin.sum_univ_three] at h01
    have h' : 1 * (-c) + 0 * a + 0 * 0 = a * 0 + (-c) * (-1) + 0 * (0 : ℝ) := h01
    have hc : c = 0 := by linarith
    exact ⟨a, b, by rw [hc, axialTensor_zero]⟩
  · rintro ⟨a, b, rfl⟩
    rw [← axialTensor_zero]
    refine ⟨(commute_rotZ_iff hθ _).mpr ⟨a, 0, b, rfl⟩, ?_⟩
    ext i j
    fin_cases i <;> fin_cases j <;>
      simp [mirrorXZ, axialTensor, Matrix.mul_apply, Fin.sum_univ_three]

/-- The symmetric tensors commuting with the rotation alone are exactly diag(a, a, b). -/
theorem symmetric_commute_rotZ_iff {θ : ℝ} (hθ : Real.sin θ ≠ 0)
    (σ : Matrix (Fin 3) (Fin 3) ℝ) :
    (rotZ θ * σ = σ * rotZ θ ∧ σᵀ = σ) ↔ ∃ a b, σ = diagonal ![a, a, b] := by
  constructor
  · rintro ⟨h, hs⟩
    obtain ⟨a, c, b, rfl⟩ := (commute_rotZ_iff hθ σ).mp h
    have h' : c = -c := congrFun (congrFun hs 0) 1
    have hc : c = 0 := by linarith
    exact ⟨a, b, by rw [hc, axialTensor_zero]⟩
  · rintro ⟨a, b, rfl⟩
    exact ⟨((commute_rotZ_mirror_iff hθ _).mpr ⟨a, b, rfl⟩).1, Matrix.diagonal_transpose _⟩

/-- The linear map from three components to the tensor they determine. -/
def tensorOfThree : (Fin 3 → ℝ) →ₗ[ℝ] Matrix (Fin 3) (Fin 3) ℝ where
  toFun p := axialTensor (p 0) (p 1) (p 2)
  map_add' p q := by
    ext i j
    fin_cases i <;> fin_cases j <;> simp [axialTensor]
    ring
  map_smul' r p := by
    ext i j
    fin_cases i <;> fin_cases j <;> simp [axialTensor]

/-- The linear map from a transverse and an axial component to their diagonal tensor. -/
def tensorOfTwo : (Fin 2 → ℝ) →ₗ[ℝ] Matrix (Fin 3) (Fin 3) ℝ where
  toFun p := axialTensor (p 0) 0 (p 1)
  map_add' p q := by
    ext i j
    fin_cases i <;> fin_cases j <;> simp [axialTensor]
  map_smul' r p := by
    ext i j
    fin_cases i <;> fin_cases j <;> simp [axialTensor]

/-- A rotation about z with `sin θ ≠ 0` allows three independent shielding components;
adding the mirror leaves two. -/
theorem finrank_siteTensors {θ : ℝ} (hθ : Real.sin θ ≠ 0) :
    Module.finrank ℝ (siteTensors {rotZ θ}) = 3 ∧
      Module.finrank ℝ (siteTensors {rotZ θ, mirrorXZ}) = 2 := by
  have mem : ∀ G σ, σ ∈ siteTensors G ↔ ∀ R ∈ G, R * σ = σ * R := fun _ _ => Iff.rfl
  constructor
  · have hr : siteTensors {rotZ θ} = LinearMap.range tensorOfThree := by
      ext σ
      rw [mem, LinearMap.mem_range]
      simp only [Set.mem_singleton_iff, forall_eq]
      rw [commute_rotZ_iff hθ]
      constructor
      · rintro ⟨a, c, b, rfl⟩
        exact ⟨![a, c, b], rfl⟩
      · rintro ⟨p, rfl⟩
        exact ⟨p 0, p 1, p 2, rfl⟩
    have hinj : Function.Injective tensorOfThree := by
      intro p q h
      ext i
      fin_cases i
      · exact congrFun (congrFun h 0) 0
      · exact congrFun (congrFun h 1) 0
      · exact congrFun (congrFun h 2) 2
    rw [hr, LinearMap.finrank_range_of_inj hinj]
    simp
  · have hr : siteTensors {rotZ θ, mirrorXZ} = LinearMap.range tensorOfTwo := by
      ext σ
      rw [mem, LinearMap.mem_range]
      simp only [Set.mem_insert_iff, Set.mem_singleton_iff, forall_eq_or_imp, forall_eq]
      rw [commute_rotZ_mirror_iff hθ]
      constructor
      · rintro ⟨a, b, rfl⟩
        exact ⟨![a, b], axialTensor_zero a b⟩
      · rintro ⟨p, rfl⟩
        exact ⟨p 0, p 1, axialTensor_zero _ _⟩
    have hinj : Function.Injective tensorOfTwo := by
      intro p q h
      ext i
      fin_cases i
      · exact congrFun (congrFun h 0) 0
      · exact congrFun (congrFun h 2) 2
    rw [hr, LinearMap.finrank_range_of_inj hinj]
    simp

/-- A C3 site has three independent shielding components and a C3v site has two. -/
theorem shielding_components_C3_C3v :
    Module.finrank ℝ (siteTensors {rotZ (2 * Real.pi / 3)}) = 3 ∧
      Module.finrank ℝ (siteTensors {rotZ (2 * Real.pi / 3), mirrorXZ}) = 2 := by
  have hpi := Real.pi_pos
  exact finrank_siteTensors
    (Real.sin_pos_of_pos_of_lt_pi (by linarith) (by linarith)).ne'

/-- The tensor diag(1, 2, 3) commutes with the half turn about z and with the mirror,
but is not of the form `axialTensor a c b`. -/
theorem half_turn_counterexample :
    rotZ Real.pi * !![1, 0, 0; 0, 2, 0; 0, 0, 3]
        = !![1, 0, 0; 0, 2, 0; 0, 0, 3] * rotZ Real.pi ∧
      mirrorXZ * !![1, 0, 0; 0, 2, 0; 0, 0, 3]
        = !![1, 0, 0; 0, 2, 0; 0, 0, 3] * mirrorXZ ∧
      ¬ ∃ a c b, !![1, 0, 0; 0, 2, 0; 0, 0, 3] = axialTensor a c b := by
  refine ⟨?_, ?_, ?_⟩
  · ext i j
    fin_cases i <;> fin_cases j <;>
      simp [rotZ, Matrix.mul_apply, Fin.sum_univ_three]
  · ext i j
    fin_cases i <;> fin_cases j <;>
      simp [mirrorXZ, Matrix.mul_apply, Fin.sum_univ_three]
  · rintro ⟨a, c, b, h⟩
    have h0 : (1 : ℝ) = a := congrFun (congrFun h 0) 0
    have h1 : (2 : ℝ) = a := congrFun (congrFun h 1) 1
    linarith

end

end ShieldingSiteSymmetry
```

```lean
#print axioms ShieldingSiteSymmetry.invariant_iff_commute
#print axioms ShieldingSiteSymmetry.symmetric_commute_rotZ_iff
#print axioms ShieldingSiteSymmetry.shielding_components_C3_C3v
#print axioms ShieldingSiteSymmetry.half_turn_counterexample
```

```
'ShieldingSiteSymmetry.invariant_iff_commute' depends on axioms: [propext, Classical.choice, Quot.sound]
'ShieldingSiteSymmetry.symmetric_commute_rotZ_iff' depends on axioms: [propext, Classical.choice, Quot.sound]
'ShieldingSiteSymmetry.shielding_components_C3_C3v' depends on axioms: [propext, Classical.choice, Quot.sound]
'ShieldingSiteSymmetry.half_turn_counterexample' depends on axioms: [propext, Classical.choice, Quot.sound]
```

## How the proof follows the algebra

`operations_orthogonal` and `invariant_iff_commute` connect the physical invariance condition to the commutation conditions used in the other theorems.

In `commute_rotZ_iff`, the statement `e` writes out the entries of the matrix equation. The facts `k01` and `k11` cancel $\sin\theta$ with `mul_left_cancel₀`. For `k02`, `k12`, `k20` and `k21`, `linear_combination` carries out the elimination: $(C-1)$ times the (0,2) equation plus $s$ times the (1,2) equation, for example, gives the determinant times $\sigma_{02}$. The converse is checked entry by entry.

`commute_rotZ_mirror_iff` and `symmetric_commute_rotZ_iff` also assume $\sin\theta\ne0$, which their docstrings leave out. They start from this form and each extract one equation that forces $c=0$.

For the dimensions, `finrank_siteTensors` identifies the two subspaces with the ranges of `tensorOfThree` and `tensorOfTwo`. Equal tensors have equal parameters, so both maps are injective, and `LinearMap.finrank_range_of_inj` equates the dimension of each range with that of its parameter space. The 120° case needs only $0<2\pi/3<\pi$, where the sine is positive. `half_turn_counterexample` verifies the two commutations for $\mathrm{diag}(1,2,3)$ and then derives a contradiction from $1=a=2$.
